# The monopole Coulomb repulsion of two radial densities as an integral over their enclosed charges

Let $a(r)$ and $b(r)$ be radial densities on $r>0$ that already contain the volume factor, so that $A(t)=\int_0^t a(r)\,dr$ and $B(t)=\int_0^t b(s)\,ds$ are the charges enclosed in the sphere of radius $t$. In atomic units, with both charges counted in the same sign convention, their monopole repulsion is $F(a,b)=\int_0^\infty\!\int_0^\infty \frac{a(r)\,b(s)}{\max(r,s)}\,ds\,dr$.

```lean
import Mathlib

open MeasureTheory Set

namespace MonopoleRepulsion

noncomputable section

/-- Integration over positive radii. -/
local notation "μ₊" => (volume.restrict (Ioi (0 : ℝ)))

/-- The charge of the radial density `a` enclosed in the sphere of radius `t`. -/
def enclosedCharge (a : ℝ → ℝ) (t : ℝ) : ℝ := ∫ r in Ioc 0 t, a r

/-- The monopole Coulomb repulsion of two radial densities on positive radii. -/
def monopoleRepulsion (a b : ℝ → ℝ) : ℝ :=
  ∫ r in Ioi 0, ∫ s in Ioi 0, a r * b s / max r s

/-- The shell kernel: `1/t²` at radii `t` not smaller than `m`, and zero inside.
It is used for `m > 0`. -/
def shell (m t : ℝ) : ℝ := if m ≤ t then (t ^ 2)⁻¹ else 0

/-- The density `a` contracted towards the nucleus by the factor `c > 0`. -/
def contract (c : ℝ) (a : ℝ → ℝ) (r : ℝ) : ℝ := c * a (c * r)

/-- For `m > 0` the shell kernel is integrable over positive radii, with integral `1/m`. -/
theorem shell_integral {m : ℝ} (hm : 0 < m) :
    Integrable (shell m) μ₊ ∧ ∫ t in Ioi 0, shell m t = 1 / m := by
  have h : EqOn (fun t : ℝ => t ^ (-2 : ℝ)) (fun t => (t ^ 2)⁻¹) (Ioi m) := by
    intro t ht
    have ht0 : 0 ≤ t := (hm.trans (mem_Ioi.mp ht)).le
    show t ^ (-2 : ℝ) = (t ^ 2)⁻¹
    rw [Real.rpow_neg ht0, Real.rpow_two]
  have hs : shell m = (Ici m).indicator (fun t => (t ^ 2)⁻¹) := by
    ext t
    simp [shell, indicator]
  have hi : Ici m ∩ Ioi 0 = Ici m :=
    inter_eq_left.mpr fun t ht => lt_of_lt_of_le hm ht
  have e : ∫ t in Ioi m, (t ^ 2)⁻¹ = ∫ t in Ioi m, t ^ (-2 : ℝ) :=
    (setIntegral_congr_fun measurableSet_Ioi h).symm
  rw [hs]
  constructor
  · rw [integrable_indicator_iff measurableSet_Ici, IntegrableOn,
      Measure.restrict_restrict measurableSet_Ici, hi]
    have hI : IntegrableOn (fun t : ℝ => (t ^ 2)⁻¹) (Ioi m) :=
      (integrableOn_Ioi_rpow_of_lt (by norm_num) hm).congr_fun h measurableSet_Ioi
    have hJ : IntegrableOn (fun t : ℝ => (t ^ 2)⁻¹) (Ici m) :=
      hI.congr_set_ae Ioi_ae_eq_Ici.symm
    exact hJ
  · rw [integral_indicator measurableSet_Ici, Measure.restrict_restrict measurableSet_Ici, hi,
      integral_Ici_eq_integral_Ioi, e, integral_Ioi_rpow_of_lt (by norm_num) hm,
      show (-2 : ℝ) + 1 = -1 by norm_num, Real.rpow_neg_one, neg_div_neg_eq, div_one, one_div]

/-- Almost every pair of radii in the domain of integration is positive. -/
theorem ae_pos : ∀ᵐ p : ℝ × ℝ ∂(μ₊.prod μ₊), 0 < p.1 ∧ 0 < p.2 := by
  rw [Measure.prod_restrict]
  filter_upwards [ae_restrict_mem (measurableSet_Ioi.prod measurableSet_Ioi)] with p hp
  exact hp

variable {a a' b : ℝ → ℝ}

/-- If `a` is integrable and `b` has a finite mean inverse radius, the repulsion integrand
is integrable over pairs of radii, and the pair density is measurable. -/
theorem integrable_repulsion (ha : IntegrableOn a (Ioi 0))
    (hb : IntegrableOn (fun s => b s / s) (Ioi 0)) :
    AEStronglyMeasurable (fun p : ℝ × ℝ => a p.1 * b p.2) (μ₊.prod μ₊) ∧
    Integrable (fun p : ℝ × ℝ => a p.1 * b p.2 / max p.1 p.2) (μ₊.prod μ₊) := by
  have hd : Integrable (fun p : ℝ × ℝ => a p.1 * (b p.2 / p.2)) (μ₊.prod μ₊) :=
    Integrable.mul_prod ha hb
  have hp : AEStronglyMeasurable (fun p : ℝ × ℝ => a p.1 * b p.2) (μ₊.prod μ₊) := by
    refine (hd.aestronglyMeasurable.mul measurable_snd.aestronglyMeasurable).congr ?_
    filter_upwards [ae_pos] with p hp
    show a p.1 * (b p.2 / p.2) * p.2 = a p.1 * b p.2
    rw [mul_assoc, div_mul_cancel₀ _ hp.2.ne']
  have hk : Measurable (fun p : ℝ × ℝ => (max p.1 p.2)⁻¹) :=
    (measurable_fst.max measurable_snd).inv
  refine ⟨hp, hd.mono (hp.mul hk.aestronglyMeasurable) ?_⟩
  -- the larger radius is at least the radius of the second charge
  filter_upwards [ae_pos] with p hp
  have hm : 0 < max p.1 p.2 := lt_max_of_lt_left hp.1
  simp only [norm_mul, norm_div, Real.norm_eq_abs, abs_of_pos hp.2, abs_of_pos hm]
  rw [← mul_div_assoc]
  exact div_le_div_of_nonneg_left (by positivity) hp.2 (le_max_right _ _)

/-- If `a` is integrable and `b` has a finite mean inverse radius, the integrand with the shell
kernel in place of the inverse larger radius is integrable over both charge radii and the shell
radius together. -/
theorem integrable_shell (ha : IntegrableOn a (Ioi 0))
    (hb : IntegrableOn (fun s => b s / s) (Ioi 0)) :
    Integrable (fun q : (ℝ × ℝ) × ℝ => a q.1.1 * b q.1.2 * shell (max q.1.1 q.1.2) q.2)
      ((μ₊.prod μ₊).prod μ₊) := by
  have hk : Measurable (fun q : (ℝ × ℝ) × ℝ => shell (max q.1.1 q.1.2) q.2) :=
    Measurable.ite (measurableSet_le (by fun_prop) (by fun_prop)) (by fun_prop) measurable_const
  have hm := ((integrable_repulsion ha hb).1.comp_quasiMeasurePreserving
    (Measure.quasiMeasurePreserving_fst (ν := μ₊))).mul hk.aestronglyMeasurable
  refine (integrable_prod_iff hm).2 ⟨?_, ?_⟩
  · filter_upwards [ae_pos] with p hp
    have hmax : 0 < max p.1 p.2 := lt_max_of_lt_left hp.1
    have h := (shell_integral hmax).1.const_mul (a p.1 * b p.2)
    exact h
  · refine (integrable_repulsion ha hb).2.norm.congr ?_
    filter_upwards [ae_pos] with p hp
    have hmax : 0 < max p.1 p.2 := lt_max_of_lt_left hp.1
    have hs : ∀ t, ‖a p.1 * b p.2 * shell (max p.1 p.2) t‖
        = ‖a p.1 * b p.2‖ * shell (max p.1 p.2) t := by
      intro t
      have h0 : 0 ≤ shell (max p.1 p.2) t := by
        unfold shell
        split_ifs <;> positivity
      rw [norm_mul, Real.norm_of_nonneg h0]
    show ‖a p.1 * b p.2 / max p.1 p.2‖
      = ∫ t in Ioi 0, ‖a p.1 * b p.2 * shell (max p.1 p.2) t‖
    simp only [hs]
    rw [integral_const_mul, (shell_integral hmax).2, norm_div, Real.norm_of_nonneg hmax.le,
      mul_one_div]

/-- At a fixed shell radius `t` the integral over both charges factorises into the product
of the enclosed charges, divided by `t²`. -/
theorem shell_average (a b : ℝ → ℝ) (t : ℝ) :
    ∫ p : ℝ × ℝ, a p.1 * b p.2 * shell (max p.1 p.2) t ∂(μ₊.prod μ₊)
      = enclosedCharge a t * enclosedCharge b t / t ^ 2 := by
  have h : ∀ p : ℝ × ℝ, a p.1 * b p.2 * shell (max p.1 p.2) t
      = (Iic t).indicator a p.1 * (Iic t).indicator b p.2 * (t ^ 2)⁻¹ := by
    intro p
    by_cases h1 : p.1 ≤ t <;> by_cases h2 : p.2 ≤ t <;> simp [shell, indicator, h1, h2]
  have hc : ∀ f : ℝ → ℝ, ∫ r in Ioi 0, (Iic t).indicator f r = enclosedCharge f t := by
    intro f
    rw [integral_indicator measurableSet_Iic, Measure.restrict_restrict measurableSet_Iic,
      inter_comm, Ioi_inter_Iic]
    rfl
  simp only [h]
  rw [integral_mul_const, integral_prod_mul ((Iic t).indicator a) ((Iic t).indicator b),
    hc, hc, div_eq_mul_inv]

/-- For `a` integrable and `b` with finite mean inverse radius, the monopole repulsion is the
integral of the product of enclosed charges over `t²`, and that integral converges. -/
theorem repulsion_eq_enclosed (ha : IntegrableOn a (Ioi 0))
    (hb : IntegrableOn (fun s => b s / s) (Ioi 0)) :
    IntegrableOn (fun t => enclosedCharge a t * enclosedCharge b t / t ^ 2) (Ioi 0) ∧
    monopoleRepulsion a b
      = ∫ t in Ioi 0, enclosedCharge a t * enclosedCharge b t / t ^ 2 := by
  constructor
  · have h := (integrable_shell ha hb).integral_prod_right
    simp only [shell_average] at h
    exact h
  · calc monopoleRepulsion a b
        = ∫ p : ℝ × ℝ, a p.1 * b p.2 / max p.1 p.2 ∂(μ₊.prod μ₊) :=
          (integral_prod _ (integrable_repulsion ha hb).2).symm
      _ = ∫ p : ℝ × ℝ, (∫ t in Ioi 0, a p.1 * b p.2 * shell (max p.1 p.2) t)
            ∂(μ₊.prod μ₊) := by
          refine integral_congr_ae ?_
          filter_upwards [ae_pos] with p hp
          rw [integral_const_mul, (shell_integral (lt_max_of_lt_left hp.1)).2, mul_one_div]
      _ = ∫ t in Ioi 0, (∫ p : ℝ × ℝ, a p.1 * b p.2 * shell (max p.1 p.2) t
            ∂(μ₊.prod μ₊)) :=
          integral_integral_swap
            (f := fun (p : ℝ × ℝ) (t : ℝ) => a p.1 * b p.2 * shell (max p.1 p.2) t)
            (integrable_shell ha hb)
      _ = _ := by simp only [shell_average]

/-- Let `a` and `a'` be integrable. If `a'` encloses at least as much charge as `a` at every
positive radius, then the repulsion of `a'` with a nonnegative density `b` of finite mean inverse
radius is at least as large as that of `a`. -/
theorem repulsion_mono (ha : IntegrableOn a (Ioi 0)) (ha' : IntegrableOn a' (Ioi 0))
    (hb0 : ∀ s, 0 < s → 0 ≤ b s) (hb : IntegrableOn (fun s => b s / s) (Ioi 0))
    (h : ∀ t, 0 < t → enclosedCharge a t ≤ enclosedCharge a' t) :
    monopoleRepulsion a b ≤ monopoleRepulsion a' b := by
  rw [(repulsion_eq_enclosed ha hb).2, (repulsion_eq_enclosed ha' hb).2]
  refine setIntegral_mono_on (repulsion_eq_enclosed ha hb).1 (repulsion_eq_enclosed ha' hb).1
    measurableSet_Ioi fun t ht => ?_
  have hB : 0 ≤ enclosedCharge b t :=
    setIntegral_nonneg measurableSet_Ioc fun r hr => hb0 r hr.1
  have h1 := h t ht
  gcongr

/-- After contraction by `c > 0`, the sphere of radius `t` encloses the charge that was
enclosed by the sphere of radius `c t`. -/
theorem enclosedCharge_contract {c t : ℝ} (hc : 0 < c) (ht : 0 ≤ t) :
    enclosedCharge (contract c a) t = enclosedCharge a (c * t) := by
  unfold enclosedCharge
  rw [← intervalIntegral.integral_of_le ht,
    ← intervalIntegral.integral_of_le (mul_nonneg hc.le ht)]
  simp only [contract]
  rw [intervalIntegral.integral_const_mul, intervalIntegral.integral_comp_mul_left a hc.ne',
    mul_zero, smul_eq_mul, mul_inv_cancel_left₀ hc.ne']

/-- Contracting a nonnegative integrable density by a factor `c ≥ 1` never lowers its repulsion
with a nonnegative density of finite mean inverse radius. -/
theorem repulsion_le_contract {c : ℝ} (hc : 1 ≤ c) (ha0 : ∀ r, 0 < r → 0 ≤ a r)
    (ha : IntegrableOn a (Ioi 0)) (hb0 : ∀ s, 0 < s → 0 ≤ b s)
    (hb : IntegrableOn (fun s => b s / s) (Ioi 0)) :
    monopoleRepulsion a b ≤ monopoleRepulsion (contract c a) b := by
  have hc0 : 0 < c := lt_of_lt_of_le one_pos hc
  have hi : IntegrableOn (fun r => a (c * r)) (Ioi 0) :=
    (integrableOn_Ioi_comp_mul_left_iff a 0 hc0).2 (by rw [mul_zero]; exact ha)
  refine repulsion_mono ha (Integrable.const_mul hi c) hb0 hb fun t ht => ?_
  rw [enclosedCharge_contract hc0 ht.le]
  -- the sphere of radius `c t` contains the sphere of radius `t`
  exact setIntegral_mono_set (ha.mono_set Ioc_subset_Ioi_self)
    ((ae_restrict_mem measurableSet_Ioc).mono fun r hr => ha0 r hr.1)
    (Ioc_subset_Ioc_right (le_mul_of_one_le_left ht.le hc)).eventuallyLE

/-- The monopole self-repulsion of an integrable density of either sign with finite mean
inverse radius is nonnegative. -/
theorem self_repulsion_nonneg (ha : IntegrableOn a (Ioi 0))
    (ha' : IntegrableOn (fun r => a r / r) (Ioi 0)) : 0 ≤ monopoleRepulsion a a := by
  rw [(repulsion_eq_enclosed ha ha').2]
  exact setIntegral_nonneg measurableSet_Ioi fun t _ =>
    div_nonneg (mul_self_nonneg _) (sq_nonneg t)

end

end MonopoleRepulsion
```

```lean
#print axioms MonopoleRepulsion.repulsion_eq_enclosed
-- 'MonopoleRepulsion.repulsion_eq_enclosed' depends on axioms: [propext, Classical.choice, Quot.sound]
#print axioms MonopoleRepulsion.repulsion_le_contract
-- 'MonopoleRepulsion.repulsion_le_contract' depends on axioms: [propext, Classical.choice, Quot.sound]
#print axioms MonopoleRepulsion.self_repulsion_nonneg
-- 'MonopoleRepulsion.self_repulsion_nonneg' depends on axioms: [propext, Classical.choice, Quot.sound]
```

## Densities, charges and hypotheses

For a four-component orbital with large and small radial functions $P$ and $Q$, the density is $a=P^2+Q^2$, and $F(a,b)$ is the Slater integral $F^0$. In Lean a density is a function `ℝ → ℝ` of which only the values at positive radii matter. $A(t)$ is `enclosedCharge a t`, and $F(a,b)$ is `monopoleRepulsion a b`.

The main theorem, `repulsion_eq_enclosed`, states that

$$F(a,b)=\int_0^\infty \frac{A(t)\,B(t)}{t^2}\,dt$$

and that the right-hand integral converges absolutely. It has two hypotheses. The first, `IntegrableOn a (Ioi 0)`, says that $\int_0^\infty|a|\,dr$ is finite: the total charge converges absolutely. The second says the same of $b(s)/s$: the density $b$ has a finite potential energy in the field of a point nucleus. Continuity, normalisation and a definite sign are not required, so real difference and transition densities are admitted.

Three consequences follow.

- `repulsion_mono`: if $b\ge0$ and $A(t)\le A'(t)$ at every $t>0$, where $A'$ is the enclosed charge of a second integrable density $a'$, then $F(a,b)\le F(a',b)$.
- `repulsion_le_contract`: if $a,b\ge0$ and $c\ge1$, replacing $a(r)$ by $c\,a(cr)$ does not lower the repulsion. This scaling, `contract c a`, keeps the total charge and shrinks all radii by the factor $c$.
- `self_repulsion_nonneg`: $F(a,a)\ge0$ for every density that satisfies both integrability conditions, even if it changes sign.

In a Dirac–Coulomb mean-field atom, the second result says that uniform core contraction does not weaken the direct monopole screening of a valence electron, provided that the valence density is held fixed. The relaxation of $b$, exchange, higher multipoles and the Breit interaction do not enter. Nor is the contraction derived from the Dirac equation: `repulsion_mono` assumes the ordering $A\le A'$, and `repulsion_le_contract` assumes a uniform scaling of a nonnegative density, from which the ordering follows.

## Counting the spheres that hold both charges

For $m>0$, $\int_m^\infty dt/t^2=1/m$. Put $m=\max(r,s)$. The condition $t\ge m$ means that the sphere of radius $t$ contains both charges, so with the step function $\theta$

$$\frac1{\max(r,s)}=\int_0^\infty \frac{\theta(t-r)\,\theta(t-s)}{t^2}\,dt .$$

Insert this into $F(a,b)$ and integrate over $r$ and $s$ first. At fixed $t$ the integrand is a product, and

$$F(a,b)=\int_0^\infty\frac{dt}{t^2}\left(\int_0^t a(r)\,dr\right)\left(\int_0^t b(s)\,ds\right)=\int_0^\infty\frac{A(t)B(t)}{t^2}\,dt .$$

The exchange of integrals is justified by absolute convergence. Integrating the modulus of the threefold integrand over $t$ gives $|a(r)b(s)|/\max(r,s)$. Since $\max(r,s)\ge s$, this is at most $|a(r)|\,|b(s)|/s$, whose double integral is the product of the two finite integrals in the hypotheses.

The formula has a direct electrostatic meaning: $A/t^2$ and $B/t^2$ are the radial fields of the spherically averaged charges, and $AB/t^2$ is their product times $t^2$, the interaction energy stored in the field per unit radius.

The consequences are now short. For the comparison,

$$F(a',b)-F(a,b)=\int_0^\infty\frac{[A'(t)-A(t)]\,B(t)}{t^2}\,dt\ge0 ,$$

because both factors in the numerator are nonnegative. For the contraction, substitute $u=cr$:

$$\int_0^t c\,a(cr)\,dr=\int_0^{ct}a(u)\,du=A(ct)\ge A(t),$$

since $a\ge0$ and $ct\ge t$. For the self-repulsion, the integrand is $A(t)^2/t^2$.

## The same steps in Lean

The function `shell m t` is the kernel $\theta(t-m)/t^2$, and `shell_integral` proves that it is integrable with integral $1/m$. The lemma `ae_pos` allows both radii to be taken as positive under the integrals.

`integrable_repulsion` carries out the bound by $|a(r)|\,|b(s)|/s$. `integrable_shell` extends it to three variables through `integrable_prod_iff`, which asks for integrability in $t$ at almost every pair, and for integrability over pairs of the integrated modulus. `shell_average` is the factorisation at fixed $t$: a case split on $r\le t$ and $s\le t$ turns the kernel into two indicator functions, and `integral_prod_mul` separates the integrals.

The `calc` chain in `repulsion_eq_enclosed` then follows the derivation line by line: it writes the iterated integral as one over pairs, inserts the shell kernel, exchanges the order with `integral_integral_swap`, and factorises. In `repulsion_mono` the integrands are compared pointwise, with `gcongr` supplying the inequality. `enclosedCharge_contract` is the substitution $u=cr$, and `repulsion_le_contract` feeds it into the comparison.

## Evaluating $F^0$ on a radial grid

In an atomic Dirac–Fock calculation on a radial grid, $P^2+Q^2$ can be tabulated for each orbital at radii $r_i$. One outward pass per density accumulates $A(r_i)$ and $B(r_i)$, and a single quadrature of $AB/t^2$ gives $F^0$. If the grid ends at a radius $R$ beyond which both densities are negligible, the remaining part is $q_aq_b/R$, where $q_a$ and $q_b$ are the total charges. On a logarithmic grid $t=e^x$, the integral becomes $\int A B\,e^{-x}\,dx$.

Cumulative tables of $A$, $A'$ and $B$ also show where a contracted core changes the screening: the contribution at radius $t$ is $[A'(t)-A(t)]B(t)/t^2$, which vanishes wherever both cores are already fully enclosed with equal total charge.
